# Wilson's B matrix maps Cartesian modes bijectively onto GF modes at every nonzero eigenvalue

A Cartesian normal mode is taken here to be a solution $u$ of the equation of motion $\Phi u=\lambda Mu$, where $\Phi$ is the force-constant matrix, $M$ the diagonal mass matrix and $\lambda$ a real number. For positive masses the nonzero solutions are the eigenvectors of $M^{-1}\Phi$, and that equivalence is proved below. When $\lambda>0$ it is the squared angular frequency $\omega^2$; negative values, as at a saddle point, are also covered.

Small internal displacements (bond stretches, bends and so on) are $s=Bu$, with $B$ a real matrix, and the potential energy is $\tfrac12 s^{\mathsf T}Fs$, with $F$ the internal force constants. The Cartesian matrix is therefore defined as $\Phi=B^{\mathsf T}FB$. For curvilinear coordinates this is the true Hessian wherever the first derivatives of the energy with respect to the internal coordinates vanish. At a stationary point they do so if the rows of $B$ are linearly independent. Otherwise these derivatives can contribute a further term, which the model omits.

Within this harmonic model with finitely many coordinates, a vibrational analysis gives the same nonzero eigenvalues, with the same degeneracies, whether it is done in Cartesian or in internal coordinates.

## Coordinates and matrices

The finite type `r` labels internal coordinates and `n` labels Cartesian components, so a molecule of $N$ atoms in space has $3N$ elements in `n`. No relation between the two sizes is assumed, and the rows of $B$ may be linearly dependent, which allows redundant internal coordinates.

```lean
import Mathlib

open Matrix

namespace WilsonGF

noncomputable section

variable {r n : Type*} [Fintype r] [Fintype n] [DecidableEq n]
```

The Cartesian force constants follow from substituting $s=Bu$ into the potential energy:
$$\tfrac12 (Bu)^{\mathsf T}F(Bu)=\tfrac12 u^{\mathsf T}(B^{\mathsf T}FB)u .$$

```lean
/-- The Cartesian force-constant matrix `Φ = Bᵀ F B`. -/
def hessian (B : Matrix r n ℝ) (F : Matrix r r ℝ) : Matrix n n ℝ := Bᵀ * F * B
```

The masses form a vector `m` with one entry per Cartesian component, so the mass of an atom in space appears three times. The inverse mass matrix has entries $(M^{-1})_{ii}=1/m_i$.

```lean
/-- The inverse mass matrix `M⁻¹`, diagonal with entries `1 / mᵢ`. -/
def invMass (m : n → ℝ) : Matrix n n ℝ := diagonal (fun i => (m i)⁻¹)
```

Wilson's matrix is $G=BM^{-1}B^{\mathsf T}$. It is introduced by this formula; its derivation from the kinetic energy is not part of the development.

```lean
/-- Wilson's kinetic matrix `G = B M⁻¹ Bᵀ`. -/
def gMatrix (B : Matrix r n ℝ) (m : n → ℝ) : Matrix r r ℝ := B * invMass m * Bᵀ
```

One more matrix gives the way back from internal to Cartesian coordinates. An internal displacement $s$ produces the Cartesian forces $-B^{\mathsf T}Fs$ and hence the accelerations $-As$, where
$$A=M^{-1}B^{\mathsf T}F .$$
In a mode the acceleration is also $-\lambda u$. Thus $u=\lambda^{-1}As$ whenever $\lambda\neq0$.

```lean
/-- The matrix `M⁻¹ Bᵀ F`, with a row for each Cartesian component and a column for each internal
coordinate. -/
def recovery (B : Matrix r n ℝ) (F : Matrix r r ℝ) (m : n → ℝ) : Matrix n r ℝ :=
  invMass m * Bᵀ * F
```

## The two eigenvalue problems

For fixed $\lambda$, the solutions of $\Phi u=\lambda Mu$ form a linear subspace. Lean obtains it as the set on which the linear maps $\Phi$ and $\lambda M$ agree. It contains the zero vector, and it contains nothing else when $\lambda$ is not an eigenvalue.

```lean
/-- The Cartesian displacements `u` that solve `Φ u = lam M u`. -/
def cartesianModes (B : Matrix r n ℝ) (F : Matrix r r ℝ) (m : n → ℝ) (lam : ℝ) :
    Submodule ℝ (n → ℝ) :=
  LinearMap.eqLocus (Matrix.toLin' (hessian B F)) (lam • Matrix.toLin' (diagonal m))
```

The internal modes are the solutions of $GFs=\lambda s$, which is Mathlib's eigenspace of $GF$.

```lean
/-- The internal displacements `s` that solve `G F s = lam s`. -/
def internalModes [DecidableEq r] (B : Matrix r n ℝ) (F : Matrix r r ℝ) (m : n → ℝ) (lam : ℝ) :
    Submodule ℝ (r → ℝ) :=
  Module.End.eigenspace (Matrix.toLin' (gMatrix B m * F)) lam
```

Unfolding the Cartesian definition returns the equation of motion.

```lean
/-- Membership in the Cartesian modes is the equation `Φ u = lam M u`. -/
theorem mem_cartesianModes (B : Matrix r n ℝ) (F : Matrix r r ℝ) (m : n → ℝ) (lam : ℝ)
    (u : n → ℝ) : u ∈ cartesianModes B F m lam ↔
      hessian B F *ᵥ u = lam • (diagonal m *ᵥ u) := by
  simp only [cartesianModes, LinearMap.mem_eqLocus, LinearMap.smul_apply, Matrix.toLin'_apply]
```

To pass to $M^{-1}\Phi$, write $y=\Phi u$ and compare components. Since $m_i>0$,
$$y_i=\lambda m_iu_i\quad\Longleftrightarrow\quad m_i^{-1}y_i=\lambda u_i .$$
The proof replaces $\Phi u$ by a general vector `y` and treats the two directions separately, dividing or multiplying by $m_i$.

```lean
/-- For positive masses the Cartesian modes are the `lam`-eigenspace of `M⁻¹ Φ`. -/
theorem cartesianModes_eq_eigenspace (B : Matrix r n ℝ) (F : Matrix r r ℝ) {m : n → ℝ}
    (hm : ∀ i, 0 < m i) (lam : ℝ) : cartesianModes B F m lam =
      Module.End.eigenspace (Matrix.toLin' (invMass m * hessian B F)) lam := by
  ext u
  rw [mem_cartesianModes, Module.End.mem_eigenspace_iff, Matrix.toLin'_apply,
    ← Matrix.mulVec_mulVec]
  generalize hessian B F *ᵥ u = y
  constructor
  · intro h
    ext i
    have hi := congrFun h i
    have h0 := (hm i).ne'
    simp only [invMass, Matrix.mulVec_diagonal, Pi.smul_apply, smul_eq_mul] at hi ⊢
    rw [hi]
    field_simp
  · intro h
    ext i
    have hi := congrFun h i
    have h0 := (hm i).ne'
    simp only [invMass, Matrix.mulVec_diagonal, Pi.smul_apply, smul_eq_mul] at hi ⊢
    calc y i = m i * ((m i)⁻¹ * y i) := by field_simp
      _ = lam * (m i * u i) := by rw [hi]; ring
```

## The bijection and its inverse

Both secular matrices are products of $A$ and $B$, in opposite orders:
$$M^{-1}\Phi=M^{-1}B^{\mathsf T}FB=AB,\qquad GF=BM^{-1}B^{\mathsf T}F=BA .$$
In the proof, `hC` and `hI` restate membership in the two spaces as $A(Bu)=\lambda u$ and $B(As)=\lambda s$. Four checks remain, and the four bullets of the proof carry them out in this order.

1. If $ABu=\lambda u$, then $BA(Bu)=B(\lambda u)=\lambda(Bu)$, so $Bu$ is an internal mode.
2. If $BAs=\lambda s$, put $u=\lambda^{-1}As$. Then $ABu=\lambda^{-1}A(BAs)=As=\lambda u$, so $u$ is a Cartesian mode.
3. Going out and back gives $\lambda^{-1}A(Bu)=\lambda^{-1}\lambda u=u$.
4. Starting from the internal side gives $B(\lambda^{-1}As)=\lambda^{-1}\lambda s=s$.

The theorem states that, for positive masses and $\lambda\neq0$, there is a linear equivalence `e` between the two spaces. Its forward map is $u\mapsto Bu$ and its inverse is $s\mapsto\lambda^{-1}M^{-1}B^{\mathsf T}Fs$. Symmetry of $F$ is not used.

```lean
/-- For positive masses and `lam ≠ 0`, `u ↦ B u` is a linear bijection from the Cartesian modes onto
the `lam`-eigenspace of `G F`, with inverse `s ↦ lam⁻¹ M⁻¹ Bᵀ F s`. -/
theorem wilson_gf [DecidableEq r] (B : Matrix r n ℝ) (F : Matrix r r ℝ) {m : n → ℝ}
    (hm : ∀ i, 0 < m i) {lam : ℝ} (hl : lam ≠ 0) :
    ∃ e : cartesianModes B F m lam ≃ₗ[ℝ] internalModes B F m lam,
      (∀ u, (e u : r → ℝ) = B *ᵥ (u : n → ℝ)) ∧
      (∀ s, (e.symm s : n → ℝ) = lam⁻¹ • (recovery B F m *ᵥ (s : r → ℝ))) := by
  -- both secular matrices are products of the same two factors, in opposite order
  have hC : ∀ u, u ∈ cartesianModes B F m lam ↔
      recovery B F m *ᵥ (B *ᵥ u) = lam • u := by
    intro u
    rw [cartesianModes_eq_eigenspace B F hm, Module.End.mem_eigenspace_iff,
      Matrix.toLin'_apply, Matrix.mulVec_mulVec]
    simp only [recovery, hessian, Matrix.mul_assoc]
  have hI : ∀ s, s ∈ internalModes B F m lam ↔
      B *ᵥ (recovery B F m *ᵥ s) = lam • s := by
    intro s
    rw [internalModes, Module.End.mem_eigenspace_iff, Matrix.toLin'_apply,
      Matrix.mulVec_mulVec]
    simp only [recovery, gMatrix, Matrix.mul_assoc]
  refine ⟨{
    toFun := fun u => ⟨B *ᵥ u.1, ?_⟩
    map_add' := fun u v => Subtype.ext (Matrix.mulVec_add B u.1 v.1)
    map_smul' := fun c u => Subtype.ext (Matrix.mulVec_smul B c u.1)
    invFun := fun s => ⟨lam⁻¹ • (recovery B F m *ᵥ s.1), ?_⟩
    left_inv := ?_
    right_inv := ?_ }, fun u => rfl, fun s => rfl⟩
  · rw [hI, (hC u.1).1 u.2, Matrix.mulVec_smul]
  · rw [hC, Matrix.mulVec_smul, (hI s.1).1 s.2, smul_smul, inv_mul_cancel₀ hl, one_smul,
      smul_smul, mul_inv_cancel₀ hl, one_smul]
  · intro u
    apply Subtype.ext
    change lam⁻¹ • (recovery B F m *ᵥ (B *ᵥ u.1)) = u.1
    rw [(hC u.1).1 u.2, smul_smul, inv_mul_cancel₀ hl, one_smul]
  · intro s
    apply Subtype.ext
    change B *ᵥ (lam⁻¹ • (recovery B F m *ᵥ s.1)) = s.1
    rw [Matrix.mulVec_smul, (hI s.1).1 s.2, smul_smul, inv_mul_cancel₀ hl, one_smul]
```

A linear bijection preserves dimension, so
$$\dim\{u:\Phi u=\lambda Mu\}=\dim\{s:GFs=\lambda s\}\qquad(\lambda\neq0).$$
The degeneracy meant here is the dimension of the eigenspace.

```lean
/-- For positive masses, each nonzero `lam` has the same degeneracy in Cartesian and in internal
coordinates. -/
theorem degeneracy_eq [DecidableEq r] (B : Matrix r n ℝ) (F : Matrix r r ℝ) {m : n → ℝ}
    (hm : ∀ i, 0 < m i) {lam : ℝ} (hl : lam ≠ 0) :
    Module.finrank ℝ (cartesianModes B F m lam) =
      Module.finrank ℝ (internalModes B F m lam) := by
  obtain ⟨e, -, -⟩ := wilson_gf B F hm hl
  exact e.finrank_eq
```

## Energy and orthogonality

Let $v$ be a Cartesian mode at $\lambda$ and $u$ any Cartesian displacement. Then
$$(Bu)^{\mathsf T}F(Bv)=u^{\mathsf T}B^{\mathsf T}FBv=u^{\mathsf T}\Phi v=\lambda\,u^{\mathsf T}Mv .$$
For $u=v$ the left side is twice the potential energy of the displacement $v$. If the mode is normalised to $v^{\mathsf T}Mv=1$, that energy is $\lambda/2$. The identity also holds at $\lambda=0$. Its proof rewrites the right side with the equation of motion and then moves $B^{\mathsf T}$ across the dot product.

```lean
/-- For a Cartesian mode `v` and any displacement `u`, the force-constant product of `B u` and
`B v` is `lam` times the mass-weighted product of `u` and `v`. -/
theorem energy_product (B : Matrix r n ℝ) (F : Matrix r r ℝ) (m : n → ℝ) {lam : ℝ}
    (u : n → ℝ) {v : n → ℝ} (hv : v ∈ cartesianModes B F m lam) :
    (B *ᵥ u) ⬝ᵥ (F *ᵥ (B *ᵥ v)) = lam * (u ⬝ᵥ (diagonal m *ᵥ v)) := by
  rw [mem_cartesianModes] at hv
  have h : hessian B F *ᵥ v = Bᵀ *ᵥ (F *ᵥ (B *ᵥ v)) := by
    simp only [hessian, Matrix.mulVec_mulVec, Matrix.mul_assoc]
  rw [← smul_eq_mul, ← dotProduct_smul, ← hv, h, Matrix.dotProduct_mulVec u,
    Matrix.vecMul_transpose]
```

Orthogonality does need $F^{\mathsf T}=F$, the usual symmetry of second derivatives of the energy. Let $GFs=\lambda s$ and $GFt=\mu t$ with $\lambda\neq\mu$. The matrix $FGF$ is symmetric, because $F$ and $G$ are, so
$$\mu\,s^{\mathsf T}Ft=s^{\mathsf T}FGFt=t^{\mathsf T}FGFs=\lambda\,t^{\mathsf T}Fs=\lambda\,s^{\mathsf T}Ft .$$
Hence $(\lambda-\mu)\,s^{\mathsf T}Ft=0$, and the product vanishes. The auxiliary statement `swap` exchanges the two vectors around a symmetric matrix; it is applied once to $FGF$ and once to $F$.

Either eigenvalue may be zero. When both vectors have the form $Bu$, so that they are displacements the molecule can make, the conclusion is that the potential energy has no cross term between the two modes. At a nonzero eigenvalue every internal mode has this form. With redundant coordinates a solution of $GFs=0$ need not have it. The product $s^{\mathsf T}Ft$ is an inner product on the whole space of internal displacements only when $F$ is positive definite.

```lean
/-- For symmetric `F`, internal modes with different `lam` are orthogonal with respect to `F`. -/
theorem internal_orthogonal [DecidableEq r] (B : Matrix r n ℝ) {F : Matrix r r ℝ}
    (hF : Fᵀ = F) (m : n → ℝ)
    {lam mu : ℝ} (hne : lam ≠ mu) {s t : r → ℝ} (hs : s ∈ internalModes B F m lam)
    (ht : t ∈ internalModes B F m mu) : s ⬝ᵥ (F *ᵥ t) = 0 := by
  rw [internalModes, Module.End.mem_eigenspace_iff, Matrix.toLin'_apply] at hs ht
  have swap : ∀ K : Matrix r r ℝ, Kᵀ = K → s ⬝ᵥ (K *ᵥ t) = t ⬝ᵥ (K *ᵥ s) := by
    intro K hK
    rw [Matrix.dotProduct_mulVec, ← Matrix.mulVec_transpose, hK, dotProduct_comm]
  -- `F G F` is symmetric, so it can act on either mode
  have hK : (F * (gMatrix B m * F))ᵀ = F * (gMatrix B m * F) := by
    simp only [gMatrix, invMass, Matrix.transpose_mul, Matrix.transpose_transpose,
      Matrix.diagonal_transpose, hF, Matrix.mul_assoc]
  have h := swap _ hK
  rw [← Matrix.mulVec_mulVec t F (gMatrix B m * F),
    ← Matrix.mulVec_mulVec s F (gMatrix B m * F), hs, ht, Matrix.mulVec_smul,
    Matrix.mulVec_smul, dotProduct_smul, dotProduct_smul, ← swap F hF, smul_eq_mul,
    smul_eq_mul] at h
  have h' : (lam - mu) * (s ⬝ᵥ (F *ᵥ t)) = 0 := by linear_combination -h
  exact (mul_eq_zero.1 h').resolve_left (sub_ne_zero.2 hne)
```

## A diatomic molecule on a line

Take two atoms with displacements $x_1$ and $x_2$ along their common axis. The single internal coordinate is the bond extension $x_2-x_1$, so $B=(-1\;\;1)$.

```lean
/-- The B matrix of a diatomic on a line, whose internal coordinate is `x₂ - x₁`. -/
def bond : Matrix (Fin 1) (Fin 2) ℝ := !![-1, 1]
```

Let the bond have force constant $k$, and put $a=1/m_1+1/m_2$, the inverse of the reduced mass. For $u=(-1/m_1,\,1/m_2)$,
$$Bu=a,\qquad \Phi u=B^{\mathsf T}k\,a=ka\,(-1,1),\qquad Mu=(-1,1).$$
Therefore $\Phi u=ka\,Mu$, and the stretch has $\lambda=k(1/m_1+1/m_2)$. This vector has $u^{\mathsf T}Mu=a$; the mode normalised to unit mass-weighted length is $a^{-1/2}(-1/m_1,\,1/m_2)$, with bond extension $a^{1/2}$. The proof computes $Bu$ and $Mu$ as `hB` and `hM`, then compares the two components.

```lean
/-- A diatomic with force constant `k` has the mode `(-1/m₁, 1/m₂)` at
`lam = k (1/m₁ + 1/m₂)`. -/
theorem diatomic_stretch (k : ℝ) {m₁ m₂ : ℝ} (h₁ : 0 < m₁) (h₂ : 0 < m₂) :
    ![-m₁⁻¹, m₂⁻¹] ∈ cartesianModes bond !![k] ![m₁, m₂] (k * (m₁⁻¹ + m₂⁻¹)) := by
  have hB : bond *ᵥ ![-m₁⁻¹, m₂⁻¹] = ![m₁⁻¹ + m₂⁻¹] := by
    ext i
    fin_cases i
    simp [bond, Matrix.mulVec, dotProduct, Fin.sum_univ_succ]
  have hM : diagonal ![m₁, m₂] *ᵥ ![-m₁⁻¹, m₂⁻¹] = ![-1, 1] := by
    ext i
    fin_cases i <;> simp [Matrix.mulVec_diagonal, h₁.ne', h₂.ne']
  rw [mem_cartesianModes, hM, hessian, ← Matrix.mulVec_mulVec, hB, ← Matrix.mulVec_mulVec]
  generalize m₁⁻¹ + m₂⁻¹ = a
  ext i
  fin_cases i <;> simp [bond, Matrix.mulVec, dotProduct]
```

The same molecule shows what happens at $\lambda=0$. The uniform translation $u=(1,1)$ leaves the bond length unchanged, so $Bu=0$ and $\Phi u=B^{\mathsf T}F(Bu)=0$. It is a nonzero Cartesian mode at $\lambda=0$ that $B$ sends to zero, so $B$ is not injective on the modes there. With positive masses its normalised form is $(1,1)/\sqrt{m_1+m_2}$.

```lean
/-- At `lam = 0` the map `u ↦ B u` need not be injective: the uniform translation of a diatomic
is a nonzero Cartesian mode that `B` sends to zero. -/
theorem diatomic_translation (k m₁ m₂ : ℝ) :
    ![1, 1] ∈ cartesianModes bond !![k] ![m₁, m₂] 0 ∧
      (![1, 1] : Fin 2 → ℝ) ≠ 0 ∧ bond *ᵥ ![1, 1] = 0 := by
  have hB : bond *ᵥ ![1, 1] = 0 := by
    ext i
    fin_cases i
    simp [bond, Matrix.mulVec, dotProduct, Fin.sum_univ_succ]
  refine ⟨?_, fun h => one_ne_zero (congrFun h 0), hB⟩
  rw [mem_cartesianModes, hessian, ← Matrix.mulVec_mulVec, hB, Matrix.mulVec_zero, zero_smul]

end

end WilsonGF
```

```lean
#print axioms WilsonGF.cartesianModes_eq_eigenspace
-- 'WilsonGF.cartesianModes_eq_eigenspace' depends on axioms: [propext, Classical.choice, Quot.sound]
#print axioms WilsonGF.degeneracy_eq
-- 'WilsonGF.degeneracy_eq' depends on axioms: [propext, Classical.choice, Quot.sound]
#print axioms WilsonGF.diatomic_stretch
-- 'WilsonGF.diatomic_stretch' depends on axioms: [propext, Classical.choice, Quot.sound]
#print axioms WilsonGF.diatomic_translation
-- 'WilsonGF.diatomic_translation' depends on axioms: [propext, Classical.choice, Quot.sound]
```
